# Reducing quartic centrifugal distortion with the generator xyz: for constants A, B, C along x, y, z, the A reduction needs A ≠ B and the S reduction A + B ≠ 2C

Let $x,y,z$ be the classical angular-momentum components along molecule-fixed axes, treated as variables of real polynomials with bracket $\{f,g\}=\mathbf r\cdot(\nabla f\times\nabla g)$, where $\mathbf r=(x,y,z)$, so that $\{x,y\}=z$. The rotational constants $A,B,C$ belong to $x,y,z$ in that order, and the rigid rotor is $H=Ax^2+By^2+Cz^2$. The spectroscopic ordering $A\ge B\ge C$ is not assumed. In the common representation I$^r$, where $x,y,z$ are the principal axes $b,c,a$, the letters $A,B,C$ used here stand for the spectroscopic constants $B,C,A$, so the condition for the A reduction becomes $B\neq C$ in spectroscopic labels.

```lean
import Mathlib

open MvPolynomial (X pderiv eval)
open Matrix

namespace CentrifugalReduction

noncomputable section

/-- Real polynomials in the classical angular-momentum components x, y, z. -/
abbrev Poly := MvPolynomial (Fin 3) ℝ

/-- The angular-momentum bracket {f, g} = r · (∇f × ∇g). -/
def bracket (f g : Poly) : Poly :=
  (fun i => (X i : Poly)) ⬝ᵥ
    (crossProduct (fun i => pderiv i f) (fun i => pderiv i g))

/-- The rigid-rotor Hamiltonian Ax² + By² + Cz². -/
def rotor (A B C : ℝ) : Poly := A • X 0 ^ 2 + B • X 1 ^ 2 + C • X 2 ^ 2

/-- The cubic generator xyz of the reducing transformation. -/
def xyz : Poly := X 0 * X 1 * X 2

/-- The quartics even in each variable: the span of the monomials
x^(2i) y^(2j) z^(2k) with i + j + k = 2. -/
def evenQuartics : Submodule ℝ Poly :=
  Submodule.span ℝ {p | ∃ i j k : ℕ, i + j + k = 2 ∧
    p = X 0 ^ (2 * i) * X 1 ^ (2 * j) * X 2 ^ (2 * k)}

/-- The squared total angular momentum J² = x² + y² + z². -/
def jsq : Poly := X 0 ^ 2 + X 1 ^ 2 + X 2 ^ 2

/-- The polynomial x⁴ - 6x²y² + y⁴. -/
def re4 : Poly := X 0 ^ 4 - 6 * (X 0 ^ 2 * X 1 ^ 2) + X 1 ^ 4

/-- The quartic with given coefficients on the cylindrical terms J⁴, J²z², z⁴,
J²(x² - y²), z²(x² - y²) and x⁴ - 6x²y² + y⁴, numbered from 0 to 5. -/
def quartic : (Fin 6 → ℝ) →ₗ[ℝ] Poly where
  toFun c := c 0 • jsq ^ 2 + c 1 • (jsq * X 2 ^ 2) + c 2 • X 2 ^ 4
    + c 3 • (jsq * (X 0 ^ 2 - X 1 ^ 2)) + c 4 • (X 2 ^ 2 * (X 0 ^ 2 - X 1 ^ 2))
    + c 5 • re4
  map_add' c d := by
    simp only [Pi.add_apply]
    module
  map_smul' s c := by
    simp only [Pi.smul_apply, smul_eq_mul, RingHom.id_apply]
    module

/-- The last cylindrical term takes the value Re (x + iy)⁴ at every real point. -/
theorem re4_eval (v : Fin 3 → ℝ) :
    eval v re4 = (((v 0 : ℂ) + (v 1 : ℂ) * Complex.I) ^ 4).re := by
  have h : ((v 0 : ℂ) + (v 1 : ℂ) * Complex.I) ^ 4
      = ((v 0 ^ 4 - 6 * (v 0 ^ 2 * v 1 ^ 2) + v 1 ^ 4 : ℝ) : ℂ)
        + ((4 * v 0 ^ 3 * v 1 - 4 * v 0 * v 1 ^ 3 : ℝ) : ℂ) * Complex.I := by
    push_cast
    linear_combination (6 * (v 0 : ℂ) ^ 2 * (v 1 : ℂ) ^ 2
      + 4 * (v 0 : ℂ) * (v 1 : ℂ) ^ 3 * Complex.I
      + (v 1 : ℂ) ^ 4 * (Complex.I ^ 2 - 1)) * Complex.I_sq
  rw [h, Complex.add_re, Complex.re_ofReal_mul, Complex.I_re, Complex.ofReal_re,
    mul_zero, add_zero]
  simp [re4]

/-- The value of a quartic in cylindrical form at a point (x, y, z). -/
theorem quartic_eval (c : Fin 6 → ℝ) (v : Fin 3 → ℝ) :
    eval v (quartic c) = c 0 * (v 0 ^ 2 + v 1 ^ 2 + v 2 ^ 2) ^ 2
      + c 1 * ((v 0 ^ 2 + v 1 ^ 2 + v 2 ^ 2) * v 2 ^ 2) + c 2 * v 2 ^ 4
      + c 3 * ((v 0 ^ 2 + v 1 ^ 2 + v 2 ^ 2) * (v 0 ^ 2 - v 1 ^ 2))
      + c 4 * (v 2 ^ 2 * (v 0 ^ 2 - v 1 ^ 2))
      + c 5 * (v 0 ^ 4 - 6 * (v 0 ^ 2 * v 1 ^ 2) + v 1 ^ 4) := by
  simp [quartic, jsq, re4, MvPolynomial.smul_eval]
  ring

/-- The cylindrical coefficients of a quartic are unique. -/
theorem quartic_injective : Function.Injective quartic := by
  intro c d h
  have e (x y z : ℝ) := congrArg (eval ![x, y, z]) h
  simp only [quartic_eval] at e
  -- six points determine the six coefficients
  have p1 := e 1 0 0
  have p2 := e 0 1 0
  have p3 := e 0 0 1
  have p4 := e 1 1 0
  have p5 := e 0 1 1
  have p6 := e 1 0 1
  simp only [Matrix.cons_val] at p1 p2 p3 p4 p5 p6
  have h0 : c 0 = d 0 := by linarith
  have h1 : c 1 = d 1 := by linarith
  have h2 : c 2 = d 2 := by linarith
  have h3 : c 3 = d 3 := by linarith
  have h4 : c 4 = d 4 := by linarith
  have h5 : c 5 = d 5 := by linarith
  ext i
  fin_cases i
  exacts [h0, h1, h2, h3, h4, h5]

/-- The cylindrical terms span exactly the quartics even in each variable. -/
theorem evenQuartics_eq_range : evenQuartics = LinearMap.range quartic := by
  apply le_antisymm
  · refine Submodule.span_le.mpr ?_
    rintro p ⟨i, j, k, h, rfl⟩
    refine LinearMap.mem_range.mpr ?_
    have hc : (i = 2 ∧ j = 0 ∧ k = 0) ∨ (i = 0 ∧ j = 2 ∧ k = 0) ∨
        (i = 0 ∧ j = 0 ∧ k = 2) ∨ (i = 1 ∧ j = 1 ∧ k = 0) ∨
        (i = 0 ∧ j = 1 ∧ k = 1) ∨ (i = 1 ∧ j = 0 ∧ k = 1) := by omega
    -- each monomial has an explicit cylindrical expansion
    rcases hc with ⟨rfl, rfl, rfl⟩ | ⟨rfl, rfl, rfl⟩ | ⟨rfl, rfl, rfl⟩ |
      ⟨rfl, rfl, rfl⟩ | ⟨rfl, rfl, rfl⟩ | ⟨rfl, rfl, rfl⟩
    · exact ⟨![3/8, -3/4, 3/8, 1/2, -1/2, 1/8], MvPolynomial.funext fun v => by
        simp [quartic_eval]; ring⟩
    · exact ⟨![3/8, -3/4, 3/8, -1/2, 1/2, 1/8], MvPolynomial.funext fun v => by
        simp [quartic_eval]; ring⟩
    · exact ⟨![0, 0, 1, 0, 0, 0], MvPolynomial.funext fun v => by
        simp [quartic_eval]⟩
    · exact ⟨![1/8, -1/4, 1/8, 0, 0, -1/8], MvPolynomial.funext fun v => by
        simp [quartic_eval]; ring⟩
    · exact ⟨![0, 1/2, -1/2, 0, -1/2, 0], MvPolynomial.funext fun v => by
        simp [quartic_eval]; ring⟩
    · exact ⟨![0, 1/2, -1/2, 0, 1/2, 0], MvPolynomial.funext fun v => by
        simp [quartic_eval]; ring⟩
  · rintro _ ⟨c, rfl⟩
    have m (i j k : ℕ) (h : i + j + k = 2) (r : ℝ) :
        r • (X 0 ^ (2 * i) * X 1 ^ (2 * j) * X 2 ^ (2 * k) : Poly) ∈ evenQuartics :=
      Submodule.smul_mem _ _ (Submodule.subset_span ⟨i, j, k, h, rfl⟩)
    have hm := add_mem (add_mem (add_mem (add_mem (add_mem
      (m 2 0 0 rfl (c 0 + c 3 + c 5)) (m 0 2 0 rfl (c 0 - c 3 + c 5)))
      (m 0 0 2 rfl (c 0 + c 1 + c 2))) (m 1 1 0 rfl (2 * c 0 - 6 * c 5)))
      (m 0 1 1 rfl (2 * c 0 + c 1 - c 3 - c 4)))
      (m 1 0 1 rfl (2 * c 0 + c 1 + c 3 + c 4))
    convert hm using 1
    refine MvPolynomial.funext fun v => ?_
    simp only [quartic_eval, map_add, MvPolynomial.smul_eval, map_mul, map_pow,
      MvPolynomial.eval_X]
    ring

/-- The bracket of the rigid rotor with xyz is
2((B - A)x²y² + (C - B)y²z² + (A - C)z²x²). -/
theorem bracket_rotor_xyz (A B C : ℝ) :
    bracket (rotor A B C) xyz = (2 : ℝ) • ((B - A) • (X 0 ^ 2 * X 1 ^ 2)
      + (C - B) • (X 1 ^ 2 * X 2 ^ 2) + (A - C) • (X 2 ^ 2 * X 0 ^ 2)) := by
  refine MvPolynomial.funext fun v => ?_
  simp [bracket, rotor, xyz, cross_apply, dotProduct, Fin.sum_univ_three,
    MvPolynomial.pderiv_X, Pi.single_apply, MvPolynomial.smul_eval]
  ring

/-- A list of six cylindrical coefficients built from the rotational constants. -/
def shiftCoeff (A B C : ℝ) : Fin 6 → ℝ :=
  ![-(A - B) / 4, 3 * (A - B) / 2, -5 * (A - B) / 4, 0, A + B - 2 * C, (A - B) / 4]

/-- The listed coefficients are those of the bracket of the rotor with xyz; the one
on Re (x + iy)⁴ is (A - B)/4. -/
theorem bracket_cylindrical (A B C : ℝ) :
    bracket (rotor A B C) xyz = quartic (shiftCoeff A B C) := by
  rw [bracket_rotor_xyz]
  refine MvPolynomial.funext fun v => ?_
  simp [quartic_eval, shiftCoeff, MvPolynomial.smul_eval]
  ring

/-- The bracket of the rotor with xyz, as an element of the space of even quartics. -/
def shift (A B C : ℝ) : evenQuartics :=
  ⟨bracket (rotor A B C) xyz, by
    rw [evenQuartics_eq_range, bracket_cylindrical]
    exact ⟨_, rfl⟩⟩

/-- The even quartics modulo the bracket of the rotor with xyz have dimension five
exactly when the three rotational constants are not all equal. -/
theorem finrank_quotient_eq_five_iff (A B C : ℝ) :
    Module.finrank ℝ (evenQuartics ⧸ Submodule.span ℝ {shift A B C}) = 5
      ↔ ¬(A = B ∧ B = C) := by
  have h6 : Module.finrank ℝ evenQuartics = 6 := by
    rw [evenQuartics_eq_range, LinearMap.finrank_range_of_inj quartic_injective]
    simp
  have : Module.Finite ℝ evenQuartics :=
    Module.finite_of_finrank_pos (by rw [h6]; norm_num)
  have h := Submodule.finrank_quotient_add_finrank (Submodule.span ℝ {shift A B C})
  rw [h6] at h
  constructor
  · rintro h5 ⟨hAB, hBC⟩
    -- for a spherical top the bracket vanishes and nothing is removed
    have hv : shift A B C = 0 := Subtype.ext (by
      change bracket (rotor A B C) xyz = 0
      rw [bracket_rotor_xyz, hAB, hBC]
      simp)
    have h0 : Module.finrank ℝ (Submodule.span ℝ {shift A B C}) = 0 := by
      rw [hv]
      simp
    omega
  · intro hne
    have hv : shift A B C ≠ 0 := by
      intro h0
      have hb : bracket (rotor A B C) xyz = 0 := congrArg Subtype.val h0
      rw [bracket_cylindrical, ← map_zero quartic] at hb
      have hc := quartic_injective hb
      have h4 : A + B - 2 * C = 0 := congrFun hc 4
      have h5 : (A - B) / 4 = 0 := congrFun hc 5
      exact hne ⟨by linarith, by linarith⟩
    have h1 := finrank_span_singleton (K := ℝ) hv
    omega

/-- Cylindrical term k is removable if every even quartic loses it on adding a
suitable real multiple of the bracket of the rotor with xyz. -/
def Removable (A B C : ℝ) (k : Fin 6) : Prop :=
  ∀ Q ∈ evenQuartics, ∃ (s : ℝ) (d : Fin 6 → ℝ),
    d k = 0 ∧ Q + s • bracket (rotor A B C) xyz = quartic d

/-- A cylindrical term is removable exactly when the bracket of the rotor with xyz
has a nonzero coefficient on it. -/
theorem removable_iff (A B C : ℝ) (k : Fin 6) :
    Removable A B C k ↔ shiftCoeff A B C k ≠ 0 := by
  constructor
  · intro h h0
    -- test on the quartic that consists of term k alone
    obtain ⟨s, d, hd, e⟩ := h (quartic (Pi.single k 1))
      (by rw [evenQuartics_eq_range]; exact ⟨_, rfl⟩)
    rw [bracket_cylindrical, ← map_smul, ← map_add] at e
    have hk := congrFun (quartic_injective e) k
    simp [h0, hd] at hk
  · intro h Q hQ
    rw [evenQuartics_eq_range] at hQ
    obtain ⟨c, rfl⟩ := hQ
    refine ⟨-(c k) / shiftCoeff A B C k,
      c + (-(c k) / shiftCoeff A B C k) • shiftCoeff A B C, ?_, ?_⟩
    · simp only [Pi.add_apply, Pi.smul_apply, smul_eq_mul]
      rw [div_mul_cancel₀ _ h]
      ring
    · rw [map_add, map_smul, bracket_cylindrical]

/-- The A reduction, which removes the Re (x + iy)⁴ term, is possible for every even
quartic exactly when A ≠ B. -/
theorem A_reduction_iff (A B C : ℝ) : Removable A B C 5 ↔ A ≠ B := by
  have h5 : shiftCoeff A B C 5 = (A - B) / 4 := rfl
  rw [removable_iff, h5]
  exact not_congr ⟨fun h => by linarith, fun h => by linarith⟩

/-- The S reduction, which removes the z²(x² - y²) term, is possible for every even
quartic exactly when A + B ≠ 2C. -/
theorem S_reduction_iff (A B C : ℝ) : Removable A B C 4 ↔ A + B ≠ 2 * C := by
  have h4 : shiftCoeff A B C 4 = A + B - 2 * C := rfl
  rw [removable_iff, h4]
  exact not_congr ⟨fun h => by linarith, fun h => by linarith⟩

end

end CentrifugalReduction
```

```lean
#print axioms CentrifugalReduction.re4_eval
-- 'CentrifugalReduction.re4_eval' depends on axioms: [propext, Classical.choice, Quot.sound]
#print axioms CentrifugalReduction.finrank_quotient_eq_five_iff
-- 'CentrifugalReduction.finrank_quotient_eq_five_iff' depends on axioms: [propext, Classical.choice, Quot.sound]
#print axioms CentrifugalReduction.A_reduction_iff
-- 'CentrifugalReduction.A_reduction_iff' depends on axioms: [propext, Classical.choice, Quot.sound]
#print axioms CentrifugalReduction.S_reduction_iff
-- 'CentrifugalReduction.S_reduction_iff' depends on axioms: [propext, Classical.choice, Quot.sound]
```

## Distortion terms and the freedom to change them

The quartic distortion terms considered here are even in each component, as for a molecule with orthorhombic symmetry. They form `evenQuartics`, the span of $x^4,y^4,z^4,x^2y^2,y^2z^2,z^2x^2$.

A small canonical transformation generated by $s\,xyz$, with $s$ real, changes $H$ to first order by a multiple of $\{H,xyz\}$. This change is itself an even quartic, so it mixes with the distortion terms without altering the energy levels at that order. Distortion Hamiltonians that differ by a multiple of the bracket are therefore equivalent at this order. The file takes the generator $xyz$ as given and works out what its bracket does; the opposite sign convention for the bracket only replaces $s$ by $-s$.

The gradients are $\nabla H=(2Ax,2By,2Cz)$ and $\nabla(xyz)=(yz,zx,xy)$. Their cross product is
$$\bigl(2x(By^2-Cz^2),\;2y(Cz^2-Ax^2),\;2z(Ax^2-By^2)\bigr),$$
and the scalar product with $\mathbf r$ gives
$$\{H,xyz\}=2\bigl((B-A)x^2y^2+(C-B)y^2z^2+(A-C)z^2x^2\bigr).$$
This is `bracket_rotor_xyz`. In Lean, `MvPolynomial.funext` reduces the identity of polynomials to equality at every real point, where `simp` computes the derivatives and `ring` compares the two sides.

## Six cylindrical coefficients

Write $J^2=x^2+y^2+z^2$ and $R=x^4-6x^2y^2+y^4$, which `re4_eval` identifies with $\mathrm{Re}(x+iy)^4$ at real points. The map `quartic` takes coefficients $c_0,\dots,c_5$ to
$$c_0J^4+c_1J^2z^2+c_2z^4+c_3J^2(x^2-y^2)+c_4z^2(x^2-y^2)+c_5R.$$

These coefficients are unique. If such a quartic vanishes, its values at $(1,0,0)$ and $(0,1,0)$ give $c_3=0$ and $c_0+c_5=0$. The point $(1,1,0)$ gives $c_0=c_5$, so both are zero. The points $(0,1,1)$ and $(1,0,1)$ then give $c_4=0$ and $2c_1+c_2=0$, and $(0,0,1)$ gives $c_1+c_2=0$, so nothing is left. `quartic_injective` evaluates at the same six points and leaves the linear equations to `linarith`.

The terms also span all even quartics. For the mixed monomials,
$$x^2y^2=\tfrac18\bigl((J^2-z^2)^2-R\bigr),$$
$$y^2z^2=\tfrac12\bigl(J^2z^2-z^4-z^2(x^2-y^2)\bigr),$$
$$z^2x^2=\tfrac12\bigl(J^2z^2-z^4+z^2(x^2-y^2)\bigr).$$
For the pure fourth powers, $z^4$ is already a cylindrical term, and
$$x^4=\tfrac18\bigl(3(J^2-z^2)^2+R\bigr)+\tfrac12(J^2-z^2)(x^2-y^2),$$
with the sign of the last term reversed for $y^4$. `evenQuartics_eq_range` supplies these expansions as coefficient lists and proves the converse inclusion by expanding the cylindrical terms in monomials. The space therefore has dimension six.

Inserting the mixed monomials into the bracket gives the coefficients
$$\Bigl(-\tfrac{A-B}4,\;\tfrac{3(A-B)}2,\;-\tfrac{5(A-B)}4,\;0,\;A+B-2C,\;\tfrac{A-B}4\Bigr).$$
They are the entries of `shiftCoeff`, and `bracket_cylindrical` verifies them.

## Five dimensions remain unless A = B = C

If the bracket vanishes, its last two coefficients give $A=B$ and $A+B=2C$, hence $A=B=C$. Conversely, the bracket is zero for a spherical top. Otherwise it spans a line, and dividing the six-dimensional space by that line leaves dimension $6-1=5$.

`finrank_quotient_eq_five_iff` states this equivalence. Its proof regards the bracket as an element `shift` of the even quartics and uses the fact that the dimensions of a subspace and its quotient add up to that of the whole space. A symmetric top with $A=B\neq C$ still has a five-dimensional quotient, although one of the two usual reductions fails for it.

## Which term can be removed

`Removable A B C k` says that every even quartic $Q$ has a real $s$, which may depend on $Q$, such that $Q+s\{H,xyz\}$ has zero coefficient on term $k$. Let $b_k$ be the bracket's coefficient on that term. If $b_k\neq0$, then $s=-c_k/b_k$ works. If $b_k=0$, the quartic consisting of term $k$ alone keeps its coefficient 1 for every $s$. `removable_iff` is this argument, with uniqueness of the coefficients used in the second case.

The A reduction removes $R$, which is term 5, and is possible exactly when $A\neq B$ (`A_reduction_iff`). The S reduction removes $z^2(x^2-y^2)$, which is term 4, and is possible exactly when $A+B\neq2C$ (`S_reduction_iff`).

The same criterion settles the other terms: $J^4$, $J^2z^2$ and $z^4$ are each removable exactly when $A\neq B$, while $J^2(x^2-y^2)$ never is, since its coefficient in the bracket is zero.

For fits of rotational spectra, this classical, first-order quartic model shows why the A reduction suits near-symmetric tops with $A\approx B$ poorly: it needs $s=-4c_5/(A-B)$, which grows without bound as $A\to B$ at fixed $c_5\neq0$. The theorems allow any real $s$, whereas the first-order picture requires a small one.

The model contains no sextic terms and no operator ordering. With noncommuting angular-momentum operators and a commutator in place of the bracket, the leading quartic part would have the same form up to a factor of $\pm i\hbar$, with the sign set by the commutation relations (minus for the standard molecule-fixed ones, $[J_x,J_y]=-i\hbar J_z$), but reordering products could add terms of lower degree, which would shift the effective rotational constants.
